# The Lindblad generator of a qubit with decay and excitation is diagonalisable

A matrix that is not normal may lack a basis of eigenvectors. If that happens to the generator of a master equation, expanding the state in pure exponentials fails: terms such as $t\,e^{\lambda t}$ appear, and a decomposition into independently decaying modes misses them. The model here is an undriven qubit, with a Hamiltonian proportional to $\sigma_z$, that decays at rate $a$ and is excited at rate $b$. Its generator is in general not normal, so its diagonalisability has to be shown. It holds whenever $a+b\neq0$, and the eigenmatrices can be written down.

## Populations, coherences and four modes

Set $\hbar=1$ and number the basis vectors 0 (excited) and 1 (ground). The Hamiltonian is $H=(w/2)\sigma_z$ with $\sigma_z=\mathrm{diag}(1,-1)$. The raising operator $\sigma_+$ has a single non-zero entry, a 1 at position $01$; the lowering operator $\sigma_-$ has its 1 at position $10$. The generator is

$$L(\rho)=-i[H,\rho]+a\,D[\sigma_-]\rho+b\,D[\sigma_+]\rho,\qquad D[J]\rho=J\rho J^\dagger-\tfrac12\left(J^\dagger J\rho+\rho J^\dagger J\right).$$

The commutator leaves the diagonal alone and contributes $-iw\rho_{01}$ and $+iw\rho_{10}$ to the coherences. For decay, $\sigma_-\rho\sigma_+=\mathrm{diag}(0,\rho_{00})$ and $\sigma_+\sigma_-=\mathrm{diag}(1,0)$; for excitation the two levels exchange roles. Hence

$$D[\sigma_-]\rho=\begin{pmatrix}-\rho_{00}&-\rho_{01}/2\\-\rho_{10}/2&\rho_{00}\end{pmatrix},\qquad D[\sigma_+]\rho=\begin{pmatrix}\rho_{11}&-\rho_{01}/2\\-\rho_{10}/2&-\rho_{11}\end{pmatrix}.$$

Adding the three parts gives

$$L(\rho)=\begin{pmatrix}-a\rho_{00}+b\rho_{11}&\left(-\tfrac{a+b}2-iw\right)\rho_{01}\\ \left(-\tfrac{a+b}2+iw\right)\rho_{10}&a\rho_{00}-b\rho_{11}\end{pmatrix}.$$

Four eigenvalue equations follow by substitution:

- $M_0=\mathrm{diag}(b,a)$ gives $-ab+ba=0$, so $\lambda_0=0$.
- $M_1=\sigma_z$ gives $\mathrm{diag}(-a-b,\,a+b)$, so $\lambda_1=-(a+b)$.
- $M_2=\sigma_+$ has $\lambda_2=-(a+b)/2-iw$.
- $M_3=\sigma_-$ has $\lambda_3=-(a+b)/2+iw$.

Suppose $\sum_k g_kM_k=0$. The off-diagonal entries give $g_2=g_3=0$. The diagonal ones give $g_0b+g_1=0$ and $g_0a-g_1=0$, whose sum is $g_0(a+b)=0$. If $a+b\ne0$, then $g_0=0$ and $g_1=0$. Four independent matrices in a four-dimensional space form a basis.

The list of eigenvalues is complete for all real $a,b$. Let $L(\rho)=\mu\rho$ with $\mu$ not in the list. The coherence equations force $\rho_{01}=\rho_{10}=0$. Adding the diagonal equations gives $0=\mu(\rho_{00}+\rho_{11})$, so the trace vanishes. With $\rho_{11}=-\rho_{00}$, the first diagonal equation becomes $-(a+b)\rho_{00}=\mu\rho_{00}$, so $\rho=0$, which is not an eigenvector. Conversely, each listed number belongs to a non-zero mode, except that $M_0=0$ when $a=b=0$; then $\sigma_z$ has eigenvalue 0 instead.

Finally, $\rho(t)=\sum_kc_ke^{\lambda_kt}M_k$ satisfies $\dot\rho=\sum_kc_k\lambda_ke^{\lambda_kt}M_k=L(\rho)$. If $a+b>0$, the modes $k\neq0$ decay and $\rho(t)\to c_0M_0$. Only $M_0$ has a trace, so $\mathrm{tr}\,\rho(0)=c_0(a+b)$, and the limit is $\mathrm{tr}\,\rho(0)\,\mathrm{diag}(b,a)/(a+b)$.

## The generator as a complex-linear map

In Lean 4 with Mathlib:

```lean
import Mathlib

open Matrix Complex Filter Topology

namespace QubitThermalGenerator

noncomputable section

/-- Complex 2×2 matrices; the first basis vector is the excited state. -/
abbrev Op := Matrix (Fin 2) (Fin 2) ℂ
```

`Op` contains all complex 2×2 matrices, not only density matrices. This is needed because $\sigma_z$ and $\sigma_\pm$ are not states.

```lean
/-- The Pauli matrix `σ_z`. -/
def sigmaZ : Op := !![1, 0; 0, -1]

/-- The raising operator, from the ground to the excited state. -/
def raising : Op := !![0, 1; 0, 0]

/-- The lowering operator, from the excited to the ground state. -/
def lowering : Op := !![0, 0; 1, 0]

/-- The qubit Hamiltonian `(w/2) σ_z`. -/
def hamiltonian (w : ℝ) : Op := ((w : ℂ) / 2) • sigmaZ

/-- The Lindblad dissipator `J ρ J† - (J†J ρ + ρ J†J)/2` of a jump operator `J`. -/
def dissipator (J ρ : Op) : Op :=
  J * ρ * Jᴴ - (1 / 2 : ℂ) • (Jᴴ * J * ρ + ρ * (Jᴴ * J))

/-- The Lindblad generator with decay rate `a` and excitation rate `b`. -/
def generator (w a b : ℝ) : Op →ₗ[ℂ] Op where
  toFun ρ := (-I) • (hamiltonian w * ρ - ρ * hamiltonian w)
    + (a : ℂ) • dissipator lowering ρ + (b : ℂ) • dissipator raising ρ
  map_add' x y := by
    simp only [dissipator, mul_add, add_mul]
    module
  map_smul' c x := by
    simp only [dissipator, Matrix.mul_smul, Matrix.smul_mul, RingHom.id_apply]
    module
```

The arguments `w a b` are arbitrary real numbers. In physics $a,b\ge0$, which the Lindblad form requires; the theorems ask only for conditions on the sum. The rates are postulated constants that stand for a memoryless environment. For a bath at temperature $T$ and $w>0$, detailed balance would add $b/a=e^{-w/k_BT}$, which makes $\mathrm{diag}(b,a)/(a+b)$ the Gibbs state, but the code leaves the ratio free. Pure dephasing is absent from the model.

The two proof fields of `generator` establish additivity and compatibility with complex scalars.

## Modes, eigenvalues and the evolving matrix

```lean
/-- The four matrices `diag(b, a)`, `σ_z`, and the raising and lowering operators. -/
def mode (a b : ℝ) : Fin 4 → Op :=
  ![!![(b : ℂ), 0; 0, (a : ℂ)], sigmaZ, raising, lowering]

/-- The four numbers `0`, `-(a+b)`, `-(a+b)/2 - iw` and `-(a+b)/2 + iw`. -/
def eigenvalue (w a b : ℝ) : Fin 4 → ℂ :=
  ![0, -((a : ℂ) + b), -((a : ℂ) + b) / 2 - I * w, -((a : ℂ) + b) / 2 + I * w]

/-- The matrix `diag(b, a)/(a+b)`. -/
def stationaryState (a b : ℝ) : Op := (1 / ((a : ℂ) + b)) • mode a b 0

/-- The superposition of modes with amplitudes `c k`, each carrying its factor `exp(λ t)`. -/
def evolution (w a b : ℝ) (c : Fin 4 → ℂ) (t : ℝ) : Op :=
  ∑ k, (c k * exp (eigenvalue w a b k * t)) • mode a b k
```

The index `k` runs over 0 to 3, as in the derivation. `mode a b 0` has trace $a+b$, and `stationaryState` is its normalised version. `evolution` is defined as a sum of exponentials; that it solves the master equation is a theorem further down.

## Components and eigenvalue equations

```lean
/-- The generator in components: populations obey a rate equation, and each coherence is
multiplied by a complex number. -/
theorem generator_apply (w a b : ℝ) (ρ : Op) : generator w a b ρ =
    !![-(a : ℂ) * ρ 0 0 + b * ρ 1 1, (-((a : ℂ) + b) / 2 - I * w) * ρ 0 1;
       (-((a : ℂ) + b) / 2 + I * w) * ρ 1 0, (a : ℂ) * ρ 0 0 - b * ρ 1 1] := by
  ext i j
  -- expand all products into sums over entries before inserting the explicit matrices
  simp only [generator, LinearMap.coe_mk, AddHom.coe_mk, dissipator, hamiltonian,
    Matrix.add_apply, Matrix.sub_apply, Matrix.smul_apply, Matrix.mul_apply,
    Matrix.conjTranspose_apply, Fin.sum_univ_two]
  fin_cases i <;> fin_cases j <;>
    simp [sigmaZ, raising, lowering, -mul_eq_mul_left_iff, -mul_eq_mul_right_iff,
      -mul_eq_zero] <;> ring
```

This is the matrix form of $L(\rho)$ found above. The proof expands the products into sums over entries, inserts the explicit operators, and lets `ring` compare each of the four entries.

```lean
/-- Each mode is mapped by the generator to its eigenvalue times itself. -/
theorem generator_mode (w a b : ℝ) (k : Fin 4) :
    generator w a b (mode a b k) = eigenvalue w a b k • mode a b k := by
  rw [generator_apply]
  ext i j
  fin_cases k <;> fin_cases i <;> fin_cases j <;>
    simp [mode, eigenvalue, sigmaZ, raising, lowering, -mul_eq_mul_left_iff,
      -mul_eq_mul_right_iff, -mul_eq_zero] <;> ring
```

The component formula reduces the eigenvalue equations to sixteen scalar identities, one for each mode and entry. No condition on the rates is needed.

## A basis of eigenmatrices

```lean
/-- The generator is diagonalisable: if `a + b ≠ 0`, the four modes form a basis of the 2×2
matrices, and each is an eigenmatrix. -/
theorem generator_diagonalisable (w a b : ℝ) (h : a + b ≠ 0) :
    ∃ B : Module.Basis (Fin 4) ℂ Op, (∀ k, B k = mode a b k) ∧
      ∀ k, generator w a b (B k) = eigenvalue w a b k • B k := by
  have h' : (a : ℂ) + b ≠ 0 := by exact_mod_cast h
  have li : LinearIndependent ℂ (mode a b) := by
    rw [Fintype.linearIndependent_iff]
    intro g hg
    rw [Fin.sum_univ_four] at hg
    -- read off the four matrix entries of a vanishing combination
    have e00 : g 0 * b + g 1 * 1 + g 2 * 0 + g 3 * 0 = 0 := congrFun (congrFun hg 0) 0
    have e01 : g 0 * 0 + g 1 * 0 + g 2 * 1 + g 3 * 0 = 0 := congrFun (congrFun hg 0) 1
    have e10 : g 0 * 0 + g 1 * 0 + g 2 * 0 + g 3 * 1 = 0 := congrFun (congrFun hg 1) 0
    have e11 : g 0 * a + g 1 * (-1) + g 2 * 0 + g 3 * 0 = 0 := congrFun (congrFun hg 1) 1
    have p : g 0 * ((a : ℂ) + b) = 0 := by linear_combination e00 + e11
    have g0 : g 0 = 0 := (mul_eq_zero.mp p).resolve_right h'
    have g1 : g 1 = 0 := by linear_combination e00 - b * g0
    have g2 : g 2 = 0 := by linear_combination e01
    have g3 : g 3 = 0 := by linear_combination e10
    intro k
    fin_cases k
    exacts [g0, g1, g2, g3]
  have hB : ∀ k, basisOfLinearIndependentOfCardEqFinrank li
      (by simp [Module.finrank_matrix]) k = mode a b k := fun k => by simp
  exact ⟨_, hB, fun k => by rw [hB k]; exact generator_mode w a b k⟩
```

The statement says that there is a basis `B` of `Op` whose members are exactly the four modes, each mapped to a multiple of itself. In the proof, `e00` to `e11` are the four entries of a vanishing combination, and `p` is the sum $g_0(a+b)=0$. Independence and the dimension count then supply the basis.

The hypothesis matters. Take $a=1$, $b=-1$, an unphysical pair: then $L(\mathbb 1)=-2\sigma_z$ and $L(\sigma_z)=0$. This is a Jordan block, and the solution starting from $\mathbb 1$ is $\mathbb 1-2t\sigma_z$, with exactly the kind of linear growth that pure exponentials miss.

## Completeness of the list

```lean
/-- A complex number is an eigenvalue of the generator exactly when it is one of the four
listed numbers. -/
theorem hasEigenvalue_iff (w a b : ℝ) (μ : ℂ) :
    Module.End.HasEigenvalue (generator w a b) μ ↔ ∃ k, μ = eigenvalue w a b k := by
  constructor
  · intro h
    obtain ⟨ρ, hρ⟩ := h.exists_hasEigenvector
    have e := hρ.apply_eq_smul
    rw [generator_apply] at e
    have e00 : -(a : ℂ) * ρ 0 0 + b * ρ 1 1 = μ * ρ 0 0 := congrFun (congrFun e 0) 0
    have e01 : (-((a : ℂ) + b) / 2 - I * w) * ρ 0 1 = μ * ρ 0 1 := congrFun (congrFun e 0) 1
    have e10 : (-((a : ℂ) + b) / 2 + I * w) * ρ 1 0 = μ * ρ 1 0 := congrFun (congrFun e 1) 0
    have e11 : (a : ℂ) * ρ 0 0 - b * ρ 1 1 = μ * ρ 1 1 := congrFun (congrFun e 1) 1
    by_contra hn
    have n0 : μ ≠ 0 := fun q => hn ⟨0, q⟩
    have n1 : μ ≠ -((a : ℂ) + b) := fun q => hn ⟨1, q⟩
    have n2 : μ ≠ -((a : ℂ) + b) / 2 - I * w := fun q => hn ⟨2, q⟩
    have n3 : μ ≠ -((a : ℂ) + b) / 2 + I * w := fun q => hn ⟨3, q⟩
    -- coherences, trace and inversion vanish in turn
    have r01 : ρ 0 1 = 0 := (mul_eq_zero.mp (by linear_combination (-1) * e01 :
      (μ - (-((a : ℂ) + b) / 2 - I * w)) * ρ 0 1 = 0)).resolve_left (sub_ne_zero.mpr n2)
    have r10 : ρ 1 0 = 0 := (mul_eq_zero.mp (by linear_combination (-1) * e10 :
      (μ - (-((a : ℂ) + b) / 2 + I * w)) * ρ 1 0 = 0)).resolve_left (sub_ne_zero.mpr n3)
    have tr : ρ 0 0 + ρ 1 1 = 0 := (mul_eq_zero.mp (by linear_combination (-1) * e00 - e11 :
      μ * (ρ 0 0 + ρ 1 1) = 0)).resolve_left n0
    have r00 : ρ 0 0 = 0 := (mul_eq_zero.mp (by linear_combination (-1) * e00 + b * tr :
      (μ - -((a : ℂ) + b)) * ρ 0 0 = 0)).resolve_left (sub_ne_zero.mpr n1)
    have r11 : ρ 1 1 = 0 := by linear_combination tr - r00
    apply hρ.2
    ext i j
    fin_cases i <;> fin_cases j
    exacts [r00, r01, r10, r11]
  · rintro ⟨k, rfl⟩
    have key : ∀ k, mode a b k ≠ 0 →
        Module.End.HasEigenvalue (generator w a b) (eigenvalue w a b k) := fun k hk =>
      Module.End.hasEigenvalue_of_hasEigenvector
        ⟨Module.End.mem_eigenspace_iff.mpr (generator_mode w a b k), hk⟩
    have z1 : mode a b 1 ≠ 0 := fun q =>
      one_ne_zero (show (1 : ℂ) = 0 from congrFun (congrFun q 0) 0)
    fin_cases k
    · by_cases q : mode a b 0 = 0
      · -- without any jumps, `σ_z` is itself stationary
        have hb : (b : ℂ) = 0 := congrFun (congrFun q 0) 0
        have ha : (a : ℂ) = 0 := congrFun (congrFun q 1) 1
        have he : eigenvalue w a b 1 = eigenvalue w a b 0 := by
          change -((a : ℂ) + b) = 0
          rw [ha, hb]; simp
        have r := key 1 z1
        rw [he] at r
        exact r
      · exact key 0 q
    · exact key 1 z1
    · exact key 2 fun q => one_ne_zero (show (1 : ℂ) = 0 from congrFun (congrFun q 0) 1)
    · exact key 3 fun q => one_ne_zero (show (1 : ℂ) = 0 from congrFun (congrFun q 1) 0)
```

`HasEigenvalue` means that a non-zero eigenmatrix exists. The forward direction assumes that $\mu$ differs from all four numbers and shows that the coherences (`r01`, `r10`), the trace (`tr`) and the populations (`r00`, `r11`) vanish. The reverse direction uses the modes themselves and treats $a=b=0$ separately. The theorem gives the set of eigenvalues; multiplicities are visible from the basis when $a+b\ne0$.

## Relaxation

```lean
/-- For `a + b > 0`, every eigenvalue in the list except the first has negative real part. -/
theorem eigenvalue_re_neg (w a b : ℝ) (h : 0 < a + b) (k : Fin 4) (hk : k ≠ 0) :
    (eigenvalue w a b k).re < 0 := by
  have e : -((a : ℂ) + b) / 2 = ((-(a + b) / 2 : ℝ) : ℂ) := by push_cast; ring
  fin_cases k
  · exact absurd rfl hk
  · change (-((a : ℂ) + b)).re < 0
    simp only [neg_re, add_re, ofReal_re]
    linarith
  · change (-((a : ℂ) + b) / 2 - I * w).re < 0
    rw [e]
    simp only [sub_re, mul_re, ofReal_re, ofReal_im, I_re, I_im]
    linarith
  · change (-((a : ℂ) + b) / 2 + I * w).re < 0
    rw [e]
    simp only [add_re, mul_re, ofReal_re, ofReal_im, I_re, I_im]
    linarith
```

The real parts are $-(a+b)$ and, twice, $-(a+b)/2$. The inversion therefore relaxes in a time $T_1=1/(a+b)$ and the coherences in $T_2=2T_1$, for this model without pure dephasing.

```lean
/-- If `a + b ≠ 0`, every initial matrix is a superposition of the modes at time zero. -/
theorem exists_evolution (w a b : ℝ) (h : a + b ≠ 0) (ρ : Op) :
    ∃ c, evolution w a b c 0 = ρ := by
  obtain ⟨B, hB, -⟩ := generator_diagonalisable w a b h
  refine ⟨fun k => B.repr ρ k, ?_⟩
  have s := B.sum_repr ρ
  simp only [hB] at s
  simpa [evolution] using s
```

The amplitudes are the coordinates of the initial matrix in the eigenbasis.

```lean
/-- The superposition of modes solves the master equation, entry by entry. -/
theorem evolution_hasDerivAt (w a b : ℝ) (c : Fin 4 → ℂ) (t : ℝ) (i j : Fin 2) :
    HasDerivAt (fun s => evolution w a b c s i j)
      (generator w a b (evolution w a b c t) i j) t := by
  have d : ∀ r : ℂ, HasDerivAt (fun s : ℝ => exp (r * s)) (exp (r * t) * r) t := fun r => by
    simpa using ((hasDerivAt_id (t : ℂ)).const_mul r).cexp.comp_ofReal
  simp only [evolution, map_sum, map_smul, generator_mode, Matrix.sum_apply,
    Matrix.smul_apply, smul_eq_mul]
  refine HasDerivAt.fun_sum fun k _ => ?_
  exact (((d (eigenvalue w a b k)).const_mul (c k)).mul_const (mode a b k i j)).congr_deriv
    (by ring)
```

`HasDerivAt` states the master equation for each matrix entry, so no matrix norm has to be chosen. Linearity moves the generator inside the sum, `generator_mode` replaces it by the eigenvalue, and the chain rule produces the same factor on the other side. The theorem shows that these functions are solutions; it does not address uniqueness.

```lean
/-- For `a + b > 0`, each entry of the evolving matrix tends to that of `diag(b, a)/(a+b)`
times the initial trace. -/
theorem evolution_tendsto (w a b : ℝ) (h : 0 < a + b) (c : Fin 4 → ℂ) (i j : Fin 2) :
    Tendsto (fun t => evolution w a b c t i j) atTop
      (𝓝 ((evolution w a b c 0).trace * stationaryState a b i j)) := by
  have h' : (a : ℂ) + b ≠ 0 := by exact_mod_cast h.ne'
  have lim : ∀ k, k ≠ 0 →
      Tendsto (fun t : ℝ => exp (eigenvalue w a b k * t)) atTop (𝓝 0) := fun k hk => by
    rw [tendsto_zero_iff_norm_tendsto_zero]
    simp only [Complex.norm_exp, Complex.re_mul_ofReal]
    exact Real.tendsto_exp_atBot.comp
      (tendsto_id.const_mul_atTop_of_neg (eigenvalue_re_neg w a b h k hk))
  have z : eigenvalue w a b 0 = 0 := rfl
  have tr : (evolution w a b c 0).trace = c 0 * ((a : ℂ) + b) := by
    simp [evolution, Fin.sum_univ_four, mode, sigmaZ, raising, lowering,
      Matrix.trace_fin_two, -mul_eq_mul_left_iff]
    ring
  have val : (evolution w a b c 0).trace * stationaryState a b i j
      = c 0 * mode a b 0 i j := by
    rw [tr, stationaryState, Matrix.smul_apply, smul_eq_mul]
    field_simp
  rw [val]
  simp only [evolution, Matrix.sum_apply, Matrix.smul_apply, smul_eq_mul, Fin.sum_univ_four,
    z, zero_mul, Complex.exp_zero, mul_one]
  -- only the mode with eigenvalue zero survives
  have l : ∀ k, k ≠ 0 → Tendsto (fun t : ℝ =>
      c k * exp (eigenvalue w a b k * t) * mode a b k i j) atTop (𝓝 0) := fun k hk => by
    have q := ((lim k hk).const_mul (c k)).mul_const (mode a b k i j)
    rwa [mul_zero, zero_mul] at q
  have s := ((tendsto_const_nhds (x := c 0 * mode a b 0 i j)).add
    (l 1 (by decide))).add (l 2 (by decide)) |>.add (l 3 (by decide))
  rwa [add_zero, add_zero, add_zero] at s

end

end QubitThermalGenerator
```

The proof uses $|e^{\lambda t}|=e^{t\,\mathrm{Re}\,\lambda}$ to send three terms to zero, while `tr` and `val` identify the remaining one. With $a=b=0$ relaxation fails: $\sigma_z$ stays where it is, and for $w\ne0$ a coherence rotates for ever.

```lean
#print axioms QubitThermalGenerator.generator_diagonalisable
#print axioms QubitThermalGenerator.exists_evolution
#print axioms QubitThermalGenerator.evolution_hasDerivAt
#print axioms QubitThermalGenerator.evolution_tendsto
```

```
'QubitThermalGenerator.generator_diagonalisable' depends on axioms: [propext, Classical.choice, Quot.sound]
'QubitThermalGenerator.exists_evolution' depends on axioms: [propext, Classical.choice, Quot.sound]
'QubitThermalGenerator.evolution_hasDerivAt' depends on axioms: [propext, Classical.choice, Quot.sound]
'QubitThermalGenerator.evolution_tendsto' depends on axioms: [propext, Classical.choice, Quot.sound]
```

## Propagating a state without time steps

For the model treated here, with constant $w,a,b$, $a+b\neq0$, and neither a transverse drive nor pure dephasing, a simulation can replace numerical integration by four amplitudes:

$$c_0=\frac{\rho_{00}+\rho_{11}}{a+b},\quad c_1=\frac{a\rho_{00}-b\rho_{11}}{a+b},\quad c_2=\rho_{01},\quad c_3=\rho_{10},$$

taken from the initial matrix. Multiplying each by $e^{\lambda_kt}$ and summing the modes gives the matrix at any time $t$. In a code that stores the generator as a 4×4 matrix acting on the vectorised $\rho$, the numerical eigenvalues can be compared with $\lambda_0,\dots,\lambda_3$; a missing factor $\tfrac12$ in the anticommutator then shows up as a wrong decay rate of the coherences.
